# Surface Green functions from transfer-matrix powers, for invertible hopping and dressed layers

For a non-interacting lead of $n$ identical layers, with the same hopping between each pair of neighbouring layers, none between more distant ones, and a device coupled only to the surface layer, the lead's self-energy in the device Green function follows from that coupling and the lead's surface Green function, which can be grown one layer at a time with a matrix inversion at each step. If the hopping matrix and every dressed layer met on the way are invertible, the same function can be read off from the $n$th power of a single block matrix.

```lean
import Mathlib

open Matrix

namespace LeadTransferMatrix

noncomputable section

variable {m : Type*} [Fintype m] [DecidableEq m]

/-- The self-energy `b g a` that a lead with surface Green function `g` induces on the next
layer. -/
def selfEnergy (a b g : Matrix m m ℂ) : Matrix m m ℂ := b * g * a

/-- The surface Green function after `n` layers, each with inverse propagator `w`, have been
added to a lead with surface Green function `g₀`. -/
def layerGreen (w a b g₀ : Matrix m m ℂ) : ℕ → Matrix m m ℂ
  | 0 => g₀
  | n + 1 => (w - selfEnergy a b (layerGreen w a b g₀ n))⁻¹

/-- The transfer matrix of one layer, with block rows `(0, a⁻¹)` and `(-b, w a⁻¹)`. -/
def transfer (w a b : Matrix m m ℂ) : Matrix (m ⊕ m) (m ⊕ m) ℂ :=
  fromBlocks 0 a⁻¹ (-b) (w * a⁻¹)

/-- The block column `Mⁿ (g₀, I)`. -/
def column (w a b g₀ : Matrix m m ℂ) (n : ℕ) : Matrix (m ⊕ m) m ℂ :=
  transfer w a b ^ n * fromRows g₀ (1 : Matrix m m ℂ)

/-- The upper block `Xₙ` of the column `Mⁿ (g₀, I)`. -/
def upper (w a b g₀ : Matrix m m ℂ) (n : ℕ) : Matrix m m ℂ := (column w a b g₀ n).toRows₁

/-- The lower block `Yₙ` of the column `Mⁿ (g₀, I)`. -/
def lower (w a b g₀ : Matrix m m ℂ) (n : ℕ) : Matrix m m ℂ := (column w a b g₀ n).toRows₂

omit [DecidableEq m] in
/-- A two-by-two block matrix acts on a block column by the usual row-by-column rule. -/
theorem block_mul_column (N : Matrix (m ⊕ m) (m ⊕ m) ℂ) (X Y : Matrix m m ℂ) :
    N * fromRows X Y = fromRows (N.toBlocks₁₁ * X + N.toBlocks₁₂ * Y)
      (N.toBlocks₂₁ * X + N.toBlocks₂₂ * Y) := by
  ext (i | i) j <;>
    simp [Matrix.mul_apply, Fintype.sum_sum_type, toBlocks₁₁, toBlocks₁₂, toBlocks₂₁, toBlocks₂₂]

/-- One layer maps the column `(X, Y)` to `(a⁻¹ Y, w a⁻¹ Y - b X)`. -/
theorem transfer_mul (w a b X Y : Matrix m m ℂ) :
    transfer w a b * fromRows X Y = fromRows (a⁻¹ * Y) (w * a⁻¹ * Y - b * X) := by
  rw [block_mul_column]
  simp only [transfer, toBlocks_fromBlocks₁₁, toBlocks_fromBlocks₁₂, toBlocks_fromBlocks₂₁,
    toBlocks_fromBlocks₂₂, Matrix.zero_mul, zero_add, Matrix.neg_mul, neg_add_eq_sub]

variable {w a b g₀ : Matrix m m ℂ}

/-- If `a` is invertible and `Xₙ = gₙ Yₙ`, the next lower block is the dressed layer `w - b gₙ a`
times `a⁻¹ Yₙ`, and the next upper block is `a⁻¹ Yₙ`. -/
theorem column_step (ha : IsUnit a) {n : ℕ}
    (hX : upper w a b g₀ n = layerGreen w a b g₀ n * lower w a b g₀ n) :
    upper w a b g₀ (n + 1) = a⁻¹ * lower w a b g₀ n ∧
    lower w a b g₀ (n + 1) =
      (w - selfEnergy a b (layerGreen w a b g₀ n)) * (a⁻¹ * lower w a b g₀ n) := by
  have haa : a * a⁻¹ = 1 := mul_nonsing_inv a ((isUnit_iff_isUnit_det a).mp ha)
  have hs : column w a b g₀ n = fromRows (upper w a b g₀ n) (lower w a b g₀ n) := by
    ext (i | i) j <;> rfl
  have h : column w a b g₀ (n + 1) = transfer w a b * column w a b g₀ n := by
    simp only [column, pow_succ', Matrix.mul_assoc]
  rw [hs, transfer_mul] at h
  refine ⟨congrArg toRows₁ h, (congrArg toRows₂ h).trans ?_⟩
  change w * a⁻¹ * lower w a b g₀ n - b * upper w a b g₀ n = _
  -- insert `a a⁻¹ = 1` between the Green function and the lower block
  have e : selfEnergy a b (layerGreen w a b g₀ n) * (a⁻¹ * lower w a b g₀ n)
      = b * (layerGreen w a b g₀ n * lower w a b g₀ n) := by
    rw [selfEnergy, Matrix.mul_assoc (b * _) a, ← Matrix.mul_assoc a, haa, Matrix.one_mul,
      Matrix.mul_assoc]
  rw [hX, Matrix.sub_mul, e, Matrix.mul_assoc w]

/-- If `a` and the first `n` dressed layers are invertible, then `Xₙ = gₙ Yₙ` and `Yₙ` is
invertible. -/
theorem upper_eq (ha : IsUnit a) (n : ℕ)
    (h : ∀ k < n, IsUnit (w - selfEnergy a b (layerGreen w a b g₀ k))) :
    upper w a b g₀ n = layerGreen w a b g₀ n * lower w a b g₀ n ∧
      IsUnit (lower w a b g₀ n) := by
  induction n with
  | zero =>
    have h0 : column w a b g₀ 0 = fromRows g₀ 1 := by
      rw [column, pow_zero, Matrix.one_mul]
    have hu : upper w a b g₀ 0 = g₀ := congrArg toRows₁ h0
    have hl : lower w a b g₀ 0 = 1 := congrArg toRows₂ h0
    rw [hu, hl, layerGreen, Matrix.mul_one]
    exact ⟨rfl, isUnit_one⟩
  | succ n ih =>
    obtain ⟨hX, hY⟩ := ih fun k hk => h k (by omega)
    obtain ⟨h1, h2⟩ := column_step ha hX
    have hD := h n (by omega)
    have hg : layerGreen w a b g₀ (n + 1) *
        (w - selfEnergy a b (layerGreen w a b g₀ n)) = 1 :=
      nonsing_inv_mul _ ((isUnit_iff_isUnit_det _).mp hD)
    rw [h1, h2]
    refine ⟨?_, hD.mul ((isUnit_nonsing_inv_iff.mpr ha).mul hY)⟩
    rw [← Matrix.mul_assoc (layerGreen w a b g₀ (n + 1)), hg, Matrix.one_mul]

/-- Layer addition as a matrix power: if `a` and the first `n` dressed layers are invertible,
then `Yₙ` is invertible and `gₙ = Xₙ Yₙ⁻¹`, where `(Xₙ, Yₙ) = Mⁿ (g₀, I)`. -/
theorem layerGreen_eq_transfer_pow (ha : IsUnit a) (n : ℕ)
    (h : ∀ k < n, IsUnit (w - selfEnergy a b (layerGreen w a b g₀ k))) :
    IsUnit (lower w a b g₀ n) ∧
      layerGreen w a b g₀ n = upper w a b g₀ n * (lower w a b g₀ n)⁻¹ := by
  obtain ⟨hX, hY⟩ := upper_eq ha n h
  refine ⟨hY, ?_⟩
  rw [hX, Matrix.mul_assoc, mul_nonsing_inv _ ((isUnit_iff_isUnit_det _).mp hY), Matrix.mul_one]

/-- If `a` and the first `n` dressed layers are invertible, the surface Green function after `n`
layers is a matrix Möbius transform of `g₀`, with the four blocks of `Mⁿ` as coefficients. -/
theorem layerGreen_moebius (ha : IsUnit a) (n : ℕ)
    (h : ∀ k < n, IsUnit (w - selfEnergy a b (layerGreen w a b g₀ k))) :
    layerGreen w a b g₀ n =
      ((transfer w a b ^ n).toBlocks₁₁ * g₀ + (transfer w a b ^ n).toBlocks₁₂) *
      ((transfer w a b ^ n).toBlocks₂₁ * g₀ + (transfer w a b ^ n).toBlocks₂₂)⁻¹ := by
  have e := block_mul_column (transfer w a b ^ n) g₀ 1
  rw [Matrix.mul_one, Matrix.mul_one] at e
  have hu : upper w a b g₀ n = _ := congrArg toRows₁ e
  have hl : lower w a b g₀ n = _ := congrArg toRows₂ e
  rw [(layerGreen_eq_transfer_pow ha n h).2, hu, hl]
  rfl

/-- For invertible `a`, the first `n` dressed layers are all invertible exactly when the lower
blocks `Y₀, …, Yₙ` are all invertible. -/
theorem dressed_isUnit_iff (ha : IsUnit a) (n : ℕ) :
    (∀ k < n, IsUnit (w - selfEnergy a b (layerGreen w a b g₀ k))) ↔
      ∀ k ≤ n, IsUnit (lower w a b g₀ k) := by
  refine ⟨fun h k hk => (upper_eq ha k fun j hj => h j (by omega)).2, ?_⟩
  induction n with
  | zero => intro _ k hk; omega
  | succ n ih =>
    intro h k hk
    have hprev := ih fun j hj => h j (by omega)
    rcases Nat.lt_succ_iff_lt_or_eq.mp hk with hlt | rfl
    · exact hprev k hlt
    · -- an invertible product of square matrices has an invertible left factor
      have hY := h (k + 1) le_rfl
      rw [(column_step ha (upper_eq ha k hprev).1).2, isUnit_iff_isUnit_det, det_mul] at hY
      exact (isUnit_iff_isUnit_det _).mpr (isUnit_of_mul_isUnit_left hY)

/-- For invertible `a`, a matrix `g` solves the semi-infinite lead equation `g (w - b g a) = 1`
exactly when the column `(g, I)` spans an invariant subspace of the transfer matrix. -/
theorem semiInfinite_iff_invariant (ha : IsUnit a) (g : Matrix m m ℂ) :
    g * (w - selfEnergy a b g) = 1 ↔
      ∃ L : Matrix m m ℂ, transfer w a b * fromRows g (1 : Matrix m m ℂ) =
        fromRows g (1 : Matrix m m ℂ) * L := by
  have hdet := (isUnit_iff_isUnit_det a).mp ha
  have key : (w - selfEnergy a b g) * a⁻¹ = w * a⁻¹ - b * g := by
    rw [Matrix.sub_mul, selfEnergy, Matrix.mul_assoc (b * g), mul_nonsing_inv a hdet,
      Matrix.mul_one]
  rw [transfer_mul, Matrix.mul_one, Matrix.mul_one]
  constructor
  · intro h
    refine ⟨w * a⁻¹ - b * g, ?_⟩
    rw [fromRows_mul, Matrix.one_mul, ← key, ← Matrix.mul_assoc, h, Matrix.one_mul]
  · rintro ⟨L, hL⟩
    rw [fromRows_mul, Matrix.one_mul] at hL
    have h1 : a⁻¹ = g * L := congrArg toRows₁ hL
    have h2 : w * a⁻¹ - b * g = L := congrArg toRows₂ hL
    calc g * (w - selfEnergy a b g) = g * ((w - selfEnergy a b g) * a⁻¹) * a := by
          rw [Matrix.mul_assoc, Matrix.mul_assoc, nonsing_inv_mul a hdet, Matrix.mul_one]
      _ = 1 := by rw [key, h2, ← h1, nonsing_inv_mul a hdet]

/-- For `w = 2`, `a = b = 1` and `g₀ = 0` the surface Green function is `n / (n + 1)` times
the identity, and every dressed layer is invertible. -/
theorem layerGreen_witness (n : ℕ) :
    layerGreen ((2 : ℂ) • (1 : Matrix m m ℂ)) 1 1 0 n = ((n : ℂ) / (n + 1)) • 1 ∧
    IsUnit ((2 : ℂ) • (1 : Matrix m m ℂ) -
      selfEnergy 1 1 (layerGreen ((2 : ℂ) • (1 : Matrix m m ℂ)) 1 1 0 n)) := by
  have hD : ∀ k : ℕ, ((2 : ℂ) • (1 : Matrix m m ℂ) -
      selfEnergy 1 1 (((k : ℂ) / (k + 1)) • 1)) * (((k + 1 : ℂ) / (k + 2)) • 1) = 1 := by
    intro k
    have h1 : (k : ℂ) + 1 ≠ 0 := by exact_mod_cast (by omega : k + 1 ≠ 0)
    have h2 : (k : ℂ) + 2 ≠ 0 := by exact_mod_cast (by omega : k + 2 ≠ 0)
    have hc : ((k + 1 : ℂ) / (k + 2)) * (2 - (k : ℂ) / (k + 1)) = 1 := by
      field_simp
      ring
    rw [selfEnergy, Matrix.one_mul, Matrix.mul_one, ← sub_smul, Matrix.mul_smul,
      Matrix.mul_one, smul_smul, hc, one_smul]
  have hg : layerGreen ((2 : ℂ) • (1 : Matrix m m ℂ)) 1 1 0 n = ((n : ℂ) / (n + 1)) • 1 := by
    induction n with
    | zero => simp [layerGreen]
    | succ k ih =>
      have e : ((k + 1 : ℕ) : ℂ) + 1 = (k : ℂ) + 2 := by push_cast; ring
      rw [layerGreen, ih, inv_eq_right_inv (hD k), e, Nat.cast_add, Nat.cast_one]
  refine ⟨hg, ?_⟩
  rw [hg]
  exact (isUnit_iff_isUnit_det _).mpr (isUnit_det_of_right_inverse (hD n))

end

end LeadTransferMatrix
```

```lean
#print axioms LeadTransferMatrix.layerGreen_moebius
-- 'LeadTransferMatrix.layerGreen_moebius' depends on axioms: [propext, Classical.choice, Quot.sound]
#print axioms LeadTransferMatrix.dressed_isUnit_iff
-- 'LeadTransferMatrix.dressed_isUnit_iff' depends on axioms: [propext, Classical.choice, Quot.sound]
#print axioms LeadTransferMatrix.semiInfinite_iff_invariant
-- 'LeadTransferMatrix.semiInfinite_iff_invariant' depends on axioms: [propext, Classical.choice, Quot.sound]
```

## Growing a lead by layers

Let $w$ be the inverse propagator of an isolated layer; in an orthonormal basis it is the energy minus the layer Hamiltonian. The matrix $a$ carries an amplitude from the new layer to the surface of the existing lead, and $b$ carries it back. A lead with surface Green function $g_n$ therefore gives the new layer the self-energy $b g_n a$, which is `selfEnergy a b g` in the code. With the dressed layer $D_n = w - b g_n a$, the recursion `layerGreen` reads

$$g_{n+1} = D_n^{-1}.$$

The starting matrix $g_0$ is arbitrary, and $g_0=0$ means that no lead is present yet. The transfer matrix and its column are

$$M=\begin{pmatrix}0 & a^{-1}\\ -b & w a^{-1}\end{pmatrix},\qquad \begin{pmatrix}X_n\\ Y_n\end{pmatrix}=M^n\begin{pmatrix}g_0\\ I\end{pmatrix}.$$

In Lean these are `transfer` and `column`, with blocks `upper` and `lower`. The index type `m` labels the orbitals of one layer, and the block matrix is indexed by `m ⊕ m`.

The theorem `layerGreen_eq_transfer_pow` assumes that $a$ and $D_k$ for all $k<n$ are invertible. It concludes that $Y_n$ is invertible and $g_n = X_nY_n^{-1}$. The last dressed layer $D_n$ may be singular, since $g_n$ does not use it. Lean sets the inverse of a singular matrix to zero, so these hypotheses are what make each recursion step a true inversion.

For a non-interacting lead with finitely many orbitals per layer, $b g_n a$ is the self-energy in the device Green function, provided the device couples to the last layer through the same matrices $a$ and $b$. With $g_0=0$ this describes a finite lead, not the semi-infinite one of a steady-state transport calculation. Invertibility of $a$ is a real restriction: it fails when some orbital of the new layer has no hopping to the surface of the existing lead. Neither $b=a^\dagger$ nor a Hermitian layer Hamiltonian is assumed.

## One layer, one multiplication

Multiplying out the blocks (`transfer_mul`) gives

$$X_{n+1}=a^{-1}Y_n,\qquad Y_{n+1}=w a^{-1}Y_n-bX_n.$$

Suppose $X_n=g_nY_n$. Inserting $a a^{-1}=I$ between $g_n$ and $Y_n$ gives

$$Y_{n+1}=w a^{-1}Y_n-b g_n a\,a^{-1}Y_n=D_n a^{-1}Y_n.$$

This is `column_step`. Since $g_{n+1}D_n=I$,

$$g_{n+1}Y_{n+1}=g_{n+1}D_n a^{-1}Y_n=a^{-1}Y_n=X_{n+1}.$$

At $n=0$ we have $X_0=g_0$ and $Y_0=I$, so the relation holds at the start. The induction in `upper_eq` carries it forward together with the invertibility of $Y_n$, because each step multiplies by the invertible factors $D_n$ and $a^{-1}$. Multiplying $X_n=g_nY_n$ on the right by $Y_n^{-1}$ finishes the proof.

Writing $P,Q,R,S$ for the blocks of $M^n$, row by row, turns the result into `layerGreen_moebius`:

$$g_n=(Pg_0+Q)(Rg_0+S)^{-1}.$$

## A singular layer can hide behind an invertible $Y_n$

An invertible final $Y_n$ does not show that every step of the recursion was a true inversion. Take $1\times1$ matrices with $w=0$, $a=b=1$ and $g_0=0$. Then $D_0=0$ and the recursion breaks down at once, yet $M^2=-I$ gives $Y_2=-1$, which is invertible. What fails here is the recursion, not the two-layer lead: its full inverse propagator $\begin{pmatrix}0&-1\\-1&0\end{pmatrix}$ is invertible, and the surface element of the inverse is $0=X_2Y_2^{-1}$.

The test for the recursion is `dressed_isUnit_iff`: for invertible $a$, all $D_k$ with $k<n$ are invertible exactly when all of $Y_0,\dots,Y_n$ are. For the converse direction, the proof takes determinants of $Y_{k+1}=D_k a^{-1}Y_k$, so an invertible left side forces $D_k$ to be invertible.

## The semi-infinite lead and a solvable case

A semi-infinite lead should reproduce itself when a layer is added, so $g(w-bga)=I$. By `semiInfinite_iff_invariant`, with $a$ invertible, this holds exactly when

$$M\begin{pmatrix}g\\ I\end{pmatrix}=\begin{pmatrix}g\\ I\end{pmatrix}L$$

for some matrix $L$. The lower block forces $L=w a^{-1}-bg=(w-bga)a^{-1}$, and the upper block then says $a^{-1}=gL$, which is the lead equation multiplied by $a^{-1}$. The theorem neither supplies a solution nor selects the retarded one.

Finally, `layerGreen_witness` treats $w=2I$, $a=b=I$, $g_0=0$. Induction gives $g_n=\frac{n}{n+1}I$, hence $D_n=\frac{n+2}{n+1}I$, and every dressed layer is invertible.
